# A function with positive derivative and vanishing Schwarzian on the whole real line is affine

Let P be a real function of the energy E that is three times differentiable on the whole real line, with P' > 0 and

P'''/P' − (3/2)(P''/P')² = 0

at every energy. Then P is affine. A potential function of three-parameter form that is not linear in energy therefore cannot be regular at all energies.

## Potential functions and their three parameters

In muffin-tin orbital calculations with spherical atomic potentials, each partial wave enters through a potential function P(E), which encodes the logarithmic derivative of the radial wave at the sphere boundary. It is commonly replaced by a rational function of E with three constants: a band centre C, a width parameter Δ and a distortion parameter γ. The results below concern this replacement for a single partial wave.

The condition P' > 0 stands for the positive norm of the radial wave inside the sphere: in the usual sign convention, P' is the integral of the squared wave over the sphere times a positive factor, which depends on how the wave is normalised and may vary with energy. The left side of the equation above is the Schwarzian of P. That it vanishes is assumed here. For the P of an actual radial Schrödinger equation it holds only approximately, and this is the step from the theorems to a real atom.

```lean
import Mathlib

open Set

namespace PotentialParameterFit

noncomputable section
```

In Lean, `P₁`, `P₂` and `P₃` are functions standing for P', P'' and P'''. Hypotheses of the form `HasDerivAt P (P₁ E) E` say that P is differentiable at E with derivative `P₁ E`. The Schwarzian is a function of three numbers, the values of these derivatives at one energy.

```lean
/-- The Schwarzian `P'''/P' - (3/2) (P''/P')^2`, as a function of the values `p₁, p₂, p₃` of the
first three energy derivatives, for `p₁ ≠ 0`. -/
def schwarzian (p₁ p₂ p₃ : ℝ) : ℝ := p₃ / p₁ - 3 / 2 * (p₂ / p₁) ^ 2
```

The three-parameter function is defined for any real C, Δ and γ, with no sign imposed.

```lean
/-- The three-parameter potential function `(E - C) / (Δ + γ (E - C))`, for energies `E` at which
the denominator is nonzero. -/
def potentialFunction (C Δ γ E : ℝ) : ℝ := (E - C) / (Δ + γ * (E - C))
```

## (a) The slope of the three-parameter function

Let F(E) = (E − C)/D(E), with D(E) = Δ + γ(E − C). Show that wherever D(E) ≠ 0,

F'(E) = Δ / (Δ + γ(E − C))².

**Solution.** The numerator has slope 1 and the denominator has slope γ, so the quotient rule gives

F' = [D − γ(E − C)] / D² = Δ/D².

The Lean proof first establishes the slope γ of the denominator, then applies the quotient rule `fun_div`; `ring` does the cancellation.

```lean
/-- Where its denominator is nonzero, the three-parameter potential function has energy derivative
`Δ / (Δ + γ (E - C))^2`. -/
theorem hasDerivAt_potentialFunction {C Δ γ E : ℝ} (h : Δ + γ * (E - C) ≠ 0) :
    HasDerivAt (potentialFunction C Δ γ) (Δ / (Δ + γ * (E - C)) ^ 2) E := by
  have hd : HasDerivAt (fun x => Δ + γ * (x - C)) γ E :=
    ((((hasDerivAt_id' E).sub_const C).const_mul γ).const_add Δ).congr_deriv (mul_one γ)
  show HasDerivAt (fun x => (x - C) / (Δ + γ * (x - C))) _ E
  exact (((hasDerivAt_id' E).sub_const C).fun_div hd h).congr_deriv (by ring)
```

## (b) Zero slope on an interval

Let f have derivative zero at every point of an interval s. Show that for any x and y in s,

f(y) = f(x).

**Solution.** By the mean value inequality, a bound K on |f'| over the interval gives |f(y) − f(x)| ≤ K|y − x|. Here K = 0, so the difference vanishes.

In Lean the interval is a convex set `s` of real numbers, which may be open, closed, unbounded or a single point. Derivatives are two-sided even at an endpoint belonging to `s`, so the function must be differentiable there in the ordinary sense. The `C := 0` in the proof is the bound K, not the band centre.

```lean
/-- A function whose derivative vanishes throughout an energy interval takes the same value at
any two energies of the interval. -/
theorem constant_on_interval {s : Set ℝ} (hs : Convex ℝ s) {f : ℝ → ℝ}
    (hf : ∀ x ∈ s, HasDerivAt f 0 x) {x y : ℝ} (hx : x ∈ s) (hy : y ∈ s) : f y = f x := by
  have h := hs.norm_image_sub_le_of_norm_hasDerivWithin_le (f := f) (f' := fun _ => (0 : ℝ))
    (C := 0) (fun z hz => (hf z hz).hasDerivWithinAt) (fun z _ => by simp) hx hy
  rw [zero_mul] at h
  exact sub_eq_zero.mp (norm_le_zero_iff.mp h)
```

## (c) The slope of the amplitude

Call 1/√P' the amplitude; the name is used here for this quantity only. Show that where P' > 0,

d/dE (1/√P') = −P'' / (2 P' √P').

**Solution.** Write the amplitude as (P')^(−1/2). The chain rule gives

−(1/2) (P')^(−3/2) P'',

and (P')^(3/2) = P'√P'.

Lean differentiates the quotient 1/√P' and uses `Real.sq_sqrt` to replace (√P')² by P', which is valid because P' is positive. The number `p₂` is the value of P'' at the energy in question.

```lean
/-- Where `P' > 0`, the amplitude `1/√P'` has energy derivative `-P'' / (2 P' √P')`. -/
theorem hasDerivAt_amplitude {P₁ : ℝ → ℝ} {p₂ E : ℝ} (h : HasDerivAt P₁ p₂ E)
    (hpos : 0 < P₁ E) :
    HasDerivAt (fun x => 1 / √(P₁ x)) (-(1 / 2) * (p₂ / (P₁ E * √(P₁ E)))) E := by
  have hr : √(P₁ E) ≠ 0 := (Real.sqrt_pos.mpr hpos).ne'
  refine ((hasDerivAt_const E (1 : ℝ)).fun_div (h.sqrt hpos.ne') hr).congr_deriv ?_
  rw [Real.sq_sqrt hpos.le]
  ring
```

## (d) What the vanishing Schwarzian says

Show that at an energy where P' > 0 and the Schwarzian vanishes,

d/dE [P'' / (P' √P')] = 0.

**Solution.** Differentiate P''(P')^(−3/2) as a product:

P''' (P')^(−3/2) − (3/2) (P'')² (P')^(−5/2)
= (1/√P') [P'''/P' − (3/2)(P''/P')²].

The bracket is the Schwarzian, which is zero.

In the Lean proof, `key` is the Schwarzian condition cleared of denominators, P'''P' − (3/2)(P'')² = 0. The equation `e` that follows `key` simplifies one term in the derivative of P'√P'. The numerator left by the quotient rule is then √P' times the left side of `key`, which the last `linear_combination` confirms.

```lean
/-- At an energy where `P' > 0` and the Schwarzian vanishes, `P'' / (P' √P')` is stationary. -/
theorem hasDerivAt_amplitude_slope {P₁ P₂ : ℝ → ℝ} {p₃ E : ℝ} (h2 : HasDerivAt P₁ (P₂ E) E)
    (h3 : HasDerivAt P₂ p₃ E) (hpos : 0 < P₁ E) (hS : schwarzian (P₁ E) (P₂ E) p₃ = 0) :
    HasDerivAt (fun x => P₂ x / (P₁ x * √(P₁ x))) 0 E := by
  have hne := hpos.ne'
  have hr : √(P₁ E) ≠ 0 := (Real.sqrt_pos.mpr hpos).ne'
  have hsq : √(P₁ E) ^ 2 = P₁ E := Real.sq_sqrt hpos.le
  have key : p₃ * P₁ E - 3 / 2 * P₂ E ^ 2 = 0 := by
    have e : p₃ * P₁ E - 3 / 2 * P₂ E ^ 2
        = P₁ E ^ 2 * schwarzian (P₁ E) (P₂ E) p₃ := by
      unfold schwarzian
      field_simp
    rw [e, hS, mul_zero]
  have e : P₁ E * (P₂ E / (2 * √(P₁ E))) = √(P₁ E) * P₂ E / 2 := by
    rw [← mul_div_assoc, div_eq_iff (mul_ne_zero two_ne_zero hr)]
    linear_combination (-P₂ E) * hsq
  refine (h3.fun_div (h2.fun_mul (h2.sqrt hne)) (mul_ne_zero hne hr)).congr_deriv ?_
  rw [e, div_eq_zero_iff]
  left
  linear_combination √(P₁ E) * key
```

## (e) Three numbers fix P on an interval

Let P' > 0 and let the Schwarzian vanish on an interval containing E₀. Set

Δ = 1/P'(E₀), γ = −P''(E₀) / (2P'(E₀)²).

Show that for every E in the interval, Δ + γ(E − E₀) > 0 and

P(E) = P(E₀) + (E − E₀) / (Δ + γ(E − E₀)).

**Solution.** By (d) and (b), P''/(P'√P') has a constant value c on the interval. By (c) the amplitude has the constant slope −c/2, so by (b) again

1/√P'(E) = 1/√P'(E₀) − (c/2)(E − E₀).

Multiply by 1/√P'(E₀) and insert c = P''(E₀)/(P'(E₀)√P'(E₀)):

1/√(P'(E₀)P'(E)) = 1/P'(E₀) − [P''(E₀)/(2P'(E₀)²)](E − E₀) = Δ + γ(E − E₀).

The left side is positive, hence so is the denominator. By (a), the fraction in the target equation has slope

Δ / (Δ + γ(E − E₀))² = (1/P'(E₀)) · P'(E₀)P'(E) = P'(E).

P and the fraction thus have equal slopes, and by (b) their difference is constant. At E₀ the fraction is zero, so the constant is P(E₀).

The Lean steps are `hslope` for the constant c, `hD` for the denominator identity, `hDpos` for its sign and `hG` for the constant difference. The first argument of `potentialFunction` is E₀, so the slot named C holds the fitting energy. It is the textbook band centre, the zero of P, only when P(E₀) = 0.

```lean
/-- If `P' > 0` and the Schwarzian vanishes on an energy interval, then `P`, `P'` and `P''` at one
energy `E₀` of the interval fix `P` on all of it: `P - P(E₀)` is the three-parameter function with
`C = E₀`, `Δ = 1/P'(E₀)`, `γ = -P''(E₀)/(2 P'(E₀)^2)`, and its denominator is positive there. -/
theorem fit_on_interval {s : Set ℝ} (hs : Convex ℝ s) {P P₁ P₂ P₃ : ℝ → ℝ}
    (h1 : ∀ E ∈ s, HasDerivAt P (P₁ E) E) (h2 : ∀ E ∈ s, HasDerivAt P₁ (P₂ E) E)
    (h3 : ∀ E ∈ s, HasDerivAt P₂ (P₃ E) E) (hpos : ∀ E ∈ s, 0 < P₁ E)
    (hS : ∀ E ∈ s, schwarzian (P₁ E) (P₂ E) (P₃ E) = 0) {E₀ E : ℝ} (h₀ : E₀ ∈ s) (hE : E ∈ s) :
    0 < 1 / P₁ E₀ + -P₂ E₀ / (2 * P₁ E₀ ^ 2) * (E - E₀) ∧
    P E = P E₀ + potentialFunction E₀ (1 / P₁ E₀) (-P₂ E₀ / (2 * P₁ E₀ ^ 2)) E := by
  have hp := hpos E₀ h₀
  obtain ⟨γ, hγ⟩ : ∃ γ, γ = -P₂ E₀ / (2 * P₁ E₀ ^ 2) := ⟨_, rfl⟩
  obtain ⟨c, hc⟩ : ∃ c, c = P₂ E₀ / (P₁ E₀ * √(P₁ E₀)) := ⟨_, rfl⟩
  rw [← hγ]
  have hslope : ∀ y ∈ s, P₂ y / (P₁ y * √(P₁ y)) = c := fun y hy => by
    rw [hc]
    exact constant_on_interval hs (f := fun z => P₂ z / (P₁ z * √(P₁ z)))
      (fun z hz => hasDerivAt_amplitude_slope (h2 z hz) (h3 z hz) (hpos z hz) (hS z hz)) h₀ hy
  -- the amplitude is linear in energy, and gives the denominator of the fit
  have hD : ∀ x ∈ s, 1 / P₁ E₀ + γ * (x - E₀) = 1 / √(P₁ E₀) * (1 / √(P₁ x)) := by
    intro x hx
    have hlin : 1 / √(P₁ x) + 1 / 2 * c * x = 1 / √(P₁ E₀) + 1 / 2 * c * E₀ :=
      constant_on_interval hs (f := fun z => 1 / √(P₁ z) + 1 / 2 * c * z) (fun z hz => by
        refine ((hasDerivAt_amplitude (h2 z hz) (hpos z hz)).fun_add
          ((hasDerivAt_id' z).const_mul (1 / 2 * c))).congr_deriv ?_
        rw [hslope z hz]
        ring) h₀ hx
    have hx' : 1 / √(P₁ x) = 1 / √(P₁ E₀) - 1 / 2 * c * (x - E₀) := by
      linear_combination hlin
    have hinv : 1 / √(P₁ E₀) * (1 / √(P₁ E₀)) = 1 / P₁ E₀ := by
      rw [div_mul_div_comm, one_mul, Real.mul_self_sqrt hp.le]
    rw [hx', hc, hγ]
    linear_combination (-1 + P₂ E₀ / (2 * P₁ E₀) * (x - E₀)) * hinv
  have hDpos : ∀ x ∈ s, 0 < 1 / P₁ E₀ + γ * (x - E₀) := fun x hx => by
    rw [hD x hx]
    exact mul_pos (one_div_pos.mpr (Real.sqrt_pos.mpr hp))
      (one_div_pos.mpr (Real.sqrt_pos.mpr (hpos x hx)))
  refine ⟨hDpos E hE, ?_⟩
  -- `P` and the fit have the same derivative and agree at `E₀`
  have hG : P E - potentialFunction E₀ (1 / P₁ E₀) γ E
      = P E₀ - potentialFunction E₀ (1 / P₁ E₀) γ E₀ :=
    constant_on_interval hs (f := fun z => P z - potentialFunction E₀ (1 / P₁ E₀) γ z)
      (fun z hz => by
        refine ((h1 z hz).fun_sub
          (hasDerivAt_potentialFunction (hDpos z hz).ne')).congr_deriv ?_
        have hz' := (hpos z hz).ne'
        have hp' := hp.ne'
        rw [hD z hz, mul_pow, div_pow, div_pow, Real.sq_sqrt hp.le,
          Real.sq_sqrt (hpos z hz).le, sub_eq_zero]
        field_simp) h₀ hE
  have hz : potentialFunction E₀ (1 / P₁ E₀) γ E₀ = 0 := by
    simp [potentialFunction]
  linarith
```

## (f) Where the denominator vanishes

Keep the assumptions of (e) and let P''(E₀) ≠ 0. Show that the denominator of the fit vanishes at

E₀ + 2P'(E₀)/P''(E₀),

and that this energy lies outside the interval.

**Solution.** Insert E − E₀ = 2P'(E₀)/P''(E₀) in the denominator:

1/P'(E₀) − [P''(E₀)/(2P'(E₀)²)] · [2P'(E₀)/P''(E₀)] = 1/P'(E₀) − 1/P'(E₀) = 0.

By (e) the denominator is positive throughout the interval, so this energy cannot belong to it.

The theorem speaks of a zero of the denominator and not of an infinite value, since division by zero in Lean returns 0. In the proof, `hz` is the computation above, and the positivity from `fit_on_interval` contradicts it for an energy inside `s`.

```lean
/-- If `P' > 0` and the Schwarzian vanishes on an energy interval, and `P''(E₀) ≠ 0` at one of its
energies, then the denominator of the fit at `E₀` vanishes at `E₀ + 2 P'(E₀)/P''(E₀)`, and this
energy lies outside the interval. -/
theorem fit_pole_outside {s : Set ℝ} (hs : Convex ℝ s) {P P₁ P₂ P₃ : ℝ → ℝ}
    (h1 : ∀ E ∈ s, HasDerivAt P (P₁ E) E) (h2 : ∀ E ∈ s, HasDerivAt P₁ (P₂ E) E)
    (h3 : ∀ E ∈ s, HasDerivAt P₂ (P₃ E) E) (hpos : ∀ E ∈ s, 0 < P₁ E)
    (hS : ∀ E ∈ s, schwarzian (P₁ E) (P₂ E) (P₃ E) = 0) {E₀ : ℝ} (h₀ : E₀ ∈ s)
    (hq : P₂ E₀ ≠ 0) :
    1 / P₁ E₀ + -P₂ E₀ / (2 * P₁ E₀ ^ 2) * (E₀ + 2 * P₁ E₀ / P₂ E₀ - E₀) = 0 ∧
    E₀ + 2 * P₁ E₀ / P₂ E₀ ∉ s := by
  have hp := (hpos E₀ h₀).ne'
  have e : -P₂ E₀ / (2 * P₁ E₀ ^ 2) * (E₀ + 2 * P₁ E₀ / P₂ E₀ - E₀) = -(1 / P₁ E₀) := by
    rw [add_sub_cancel_left]
    field_simp
  have hz : 1 / P₁ E₀ + -P₂ E₀ / (2 * P₁ E₀ ^ 2) * (E₀ + 2 * P₁ E₀ / P₂ E₀ - E₀) = 0 := by
    rw [e, add_neg_cancel]
  exact ⟨hz, fun hE => (fit_on_interval hs h1 h2 h3 hpos hS h₀ hE).1.ne' hz⟩
```

## (g) The whole energy axis

Let the assumptions hold at every real energy. Show that

P(E) = P(0) + P'(0) E.

**Solution.** Take the whole line as the interval and E₀ = 0. If P''(0) were nonzero, (f) would produce a real energy outside the real line. Hence P''(0) = 0, so γ = 0 and Δ = 1/P'(0), and (e) reads

P(E) = P(0) + E/(1/P'(0)) = P(0) + P'(0) E.

In Lean the interval is `univ`, the set of all reals. The contradiction is `key`, and the remaining lines substitute it into the fit.

For the textbook function with Δ > 0 and γ ≠ 0, the failure of regularity can be located. By (a) its amplitude is |Δ + γ(E − C)|/√Δ, which is linear on each side of E = C − Δ/γ, so the Schwarzian vanishes on both sides. At that energy the numerator is −Δ/γ ≠ 0 while the denominator is zero, which makes it a pole. This paragraph is a pencil calculation and has no Lean proof here.

```lean
/-- A three times differentiable function on the whole energy axis with `P' > 0` and vanishing
Schwarzian everywhere is affine: `P(E) = P(0) + P'(0) E`. -/
theorem affine_of_schwarzian_eq_zero {P P₁ P₂ P₃ : ℝ → ℝ}
    (h1 : ∀ E, HasDerivAt P (P₁ E) E) (h2 : ∀ E, HasDerivAt P₁ (P₂ E) E)
    (h3 : ∀ E, HasDerivAt P₂ (P₃ E) E) (hpos : ∀ E, 0 < P₁ E)
    (hS : ∀ E, schwarzian (P₁ E) (P₂ E) (P₃ E) = 0) (E : ℝ) :
    P E = P 0 + P₁ 0 * E := by
  have hu : Convex ℝ (univ : Set ℝ) := convex_univ
  -- a nonzero curvature would put a zero of the denominator on the energy axis
  have key : P₂ 0 = 0 := by
    by_contra hq
    exact (fit_pole_outside hu (fun E _ => h1 E) (fun E _ => h2 E) (fun E _ => h3 E)
      (fun E _ => hpos E) (fun E _ => hS E) (mem_univ (0 : ℝ)) hq).2 (mem_univ _)
  have fit := (fit_on_interval hu (fun E _ => h1 E) (fun E _ => h2 E) (fun E _ => h3 E)
    (fun E _ => hpos E) (fun E _ => hS E) (mem_univ (0 : ℝ)) (mem_univ E)).2
  rw [fit, potentialFunction, key]
  simp only [neg_zero, zero_div, zero_mul, add_zero, sub_zero, one_div, div_inv_eq_mul]
  ring

end

end PotentialParameterFit
```

```lean
#print axioms PotentialParameterFit.affine_of_schwarzian_eq_zero
-- 'PotentialParameterFit.affine_of_schwarzian_eq_zero' depends on axioms: [propext, Classical.choice, Quot.sound]
```

## Letting P take the value infinity

The theorems treat P as a real-valued function, so a pole is a point where the hypotheses fail. Another model lets P take values in the real line with one point at infinity added, and uses −1/P as the coordinate near a pole, since −1/P has positive slope wherever P is finite, nonzero and has positive slope. A pole is then an ordinary point, and the three-parameter function with Δ > 0 and γ ≠ 0 satisfies the conditions at every energy. The conclusion of (g) would weaken from "affine" to "a ratio of two linear functions". The real-valued model is the one in which the pole shows up as an obstruction.

## From one radial solution to C, Δ and γ

In a linear muffin-tin orbital calculation, the radial equation for each atom and angular momentum is solved at a chosen energy E₀, usually near the middle of the energies of interest. The solution and its energy derivatives supply P, P' and P'' there, and (e) turns these into a fit. The band centre is the zero of the fit,

C = E₀ − P P' / (P'² − P P''/2),

with all quantities taken at E₀, provided the denominator is nonzero. The Δ and γ of (e) belong to the form centred at E₀, to which P(E₀) is added. Writing a = 1 + γP(E₀), the same fit in the textbook form centred at C has width parameter Δ/a² and distortion parameter γ/a. The two pairs agree when P(E₀) = 0.

With the invented values P' = 4 Ry⁻¹ and P'' = 2 Ry⁻², the formulas in (e) give Δ = 0.25 Ry and γ = −0.0625, and the denominator vanishes 4 Ry above E₀. For an actual P, whose Schwarzian S is not exactly zero, the fit reproduces P, P' and P'' at E₀, and the leading error is P' S (E − E₀)³/6 with P' and S taken at E₀. A wide energy range can be divided into panels, each with its own E₀ and its own three parameters.
